# Cell and atom phase conventions for the dynamical matrix differ by a diagonal unitary transformation

For finitely supported force constants \(\Phi(R)\) on a lattice \(L\), with the atomic masses absorbed in \(\Phi\), the dynamical matrix can be written with lattice phases or with phases between atomic positions:

\[
D^c(q)_{ab}=\sum_{R\in L}\Phi(R)_{ab}\,e^{iq\cdot R},\qquad
D^a(q)_{ab}=\sum_{R\in L}\Phi(R)_{ab}\,e^{iq\cdot(R+\tau_b-\tau_a)} .
\]

Here \(q\) is the wavevector, \(\Phi(R)_{ab}\) couples the index \(a\) in the cell at the origin to the index \(b\) in the cell at \(R\), and \(\tau_a\) is the position, within the cell, of the atom to which the index \(a\) belongs. With \(U(q)=\mathrm{diag}(e^{iq\cdot\tau_a})\) and a star for the conjugate transpose,

\[
D^a(q)=U(q)^*\,D^c(q)\,U(q).
\]

If \(e^{iG\cdot R}=1\) for all \(R\in L\), then \(D^c(q+G)=D^c(q)\), and \(U(G)^*\) carries the eigenvectors of \(D^a(q)\) to those of \(D^a(q+G)\) with the same eigenvalues. If \(D^c(q)\) is Hermitian, the wavevector derivatives of the two matrices also have equal expectation values in corresponding eigenvectors.

In density functional perturbation theory, within the harmonic model and for force constants of finite range, phonon eigenvectors computed in these two conventions can therefore be brought to a common convention with \(U(q)\) before their components are compared. With one atom per cell, \(U(q)\) is only an overall phase.

## From the bond phase to the slopes

**The gauge relation.** The phase of a bond factorises,

\[
e^{iq\cdot(R+\tau_b-\tau_a)}=\overline{e^{iq\cdot\tau_a}}\;e^{iq\cdot R}\;e^{iq\cdot\tau_b}.
\]

The outer factors do not depend on \(R\) and come out of the sum, so \(D^a(q)_{ab}=\overline{U(q)_{aa}}\,D^c(q)_{ab}\,U(q)_{bb}\). Since every phase has modulus one, \(U(q)\) is unitary.

**Periodicity.** From \(e^{i(q+G)\cdot R}=e^{iq\cdot R}e^{iG\cdot R}\), the condition \(e^{iG\cdot R}=1\) on \(L\) gives \(D^c(q+G)=D^c(q)\). Conversely, suppose that this holds for every \(\Phi\). Choose \(\Phi\) equal to the identity matrix at one lattice vector \(R\) and zero elsewhere. A diagonal entry of \(D^c(q)\) is then \(e^{iq\cdot R}\), and comparing \(q=0\) with \(q=G\) gives \(e^{iG\cdot R}=1\).

**Eigenvectors.** Let \(D^a(q)e=we\) with \(e\neq0\), and put \(f=U(q)e\). Then

\[
D^c(q)f=U(q)D^a(q)U(q)^*U(q)e=U(q)D^a(q)e=wf,
\]

and \(f\neq0\) because \(U(q)\) is invertible. The same steps run backwards. For the vector \(U(G)^*e\) at \(q+G\), the corresponding cell-convention vector is

\[
U(q+G)U(G)^*e=U(q)U(G)U(G)^*e=U(q)e=f .
\]

As \(D^c(q+G)=D^c(q)\), the eigenvalue equation for \(U(G)^*e\) at \(q+G\) and the one for \(e\) at \(q\) are both equivalent to the same equation for \(f\).

**Slopes.** Write a prime for the derivative along \(q+tk\) at \(t=0\). Differentiating the bond phase produces the factor \(ik\cdot R+ik\cdot\tau_b-ik\cdot\tau_a\). With \(T=\mathrm{diag}(ik\cdot\tau_a)\), the finite sum becomes

\[
D^{a\prime}=U^*\bigl(D^{c\prime}+D^cT-TD^c\bigr)U .
\]

If \(D^c\) is Hermitian and \(D^cf=wf\) with \(w\) real, then \(f^*D^c=wf^*\), and

\[
f^*(D^cT-TD^c)f=w\,f^*Tf-w\,f^*Tf=0 .
\]

Hence \(e^*D^{a\prime}e=f^*D^{c\prime}f\). Since \(e^*e=f^*f\), the values normalised by these squared lengths agree too.

## Force constants, phases and modes in Lean

The finite type `n` labels the rows of the matrix; in a crystal, an index is an atom together with a Cartesian direction, and the three directions of one atom share the same \(\tau_a\). The lattice `L` is any additive subgroup of \(\mathbb R^d\), with neither discreteness nor full rank required.

```lean
import Mathlib

open Matrix

namespace DynamicalMatrixConventions

noncomputable section

variable {d : ℕ} {n : Type*} [Fintype n] [DecidableEq n] {L : AddSubgroup (Fin d → ℝ)}
```

Wavevectors and positions are both real \(d\)-tuples, and the factor \(2\pi\) is contained in the wavevector.

```lean
/-- The plane-wave phase `exp(i q·r)`. -/
def phase (q r : Fin d → ℝ) : ℂ := Complex.exp (((q ⬝ᵥ r : ℝ) : ℂ) * Complex.I)
```

The type `L →₀ Matrix n n ℂ` expresses finite support, and `Φ.sum` is the sum over that support. Untruncated long-range interactions, such as the dipole–dipole forces of polar crystals, are not covered. With the masses absorbed in \(\Phi\), the eigenvalues are squared frequencies.

```lean
/-- The dynamical matrix in the cell convention, with phases `exp(i q·R)`. -/
def cellMatrix (Φ : L →₀ Matrix n n ℂ) (q : Fin d → ℝ) : Matrix n n ℂ :=
  Matrix.of fun a b => Φ.sum fun R M => M a b * phase q (R : Fin d → ℝ)

/-- The dynamical matrix in the atom convention, with phases `exp(i q·(R + τ_b - τ_a))`. -/
def atomMatrix (Φ : L →₀ Matrix n n ℂ) (τ : n → Fin d → ℝ) (q : Fin d → ℝ) :
    Matrix n n ℂ :=
  Matrix.of fun a b => Φ.sum fun R M => M a b * phase q ((R : Fin d → ℝ) + τ b - τ a)
```

The matrix \(U(q)\) is called `gauge`.

```lean
/-- The diagonal matrix `U(q)` of the atomic phases `exp(i q·τ_a)`. -/
def gauge (τ : n → Fin d → ℝ) (q : Fin d → ℝ) : Matrix n n ℂ :=
  Matrix.diagonal fun a => phase q (τ a)
```

The condition on \(G\) says that \(G\cdot R\) is an integer multiple of \(2\pi\) for every lattice vector, so that \(q\) and \(q+G\) give the same phases from cell to cell.

```lean
/-- `G` is a reciprocal lattice vector: `exp(i G·R) = 1` for every lattice vector `R`. -/
def IsReciprocal (L : AddSubgroup (Fin d → ℝ)) (G : Fin d → ℝ) : Prop :=
  ∀ R : L, phase G (R : Fin d → ℝ) = 1
```

A mode is a nonzero solution of the eigenvalue equation. The eigenvalue may be complex, because \(\Phi\) is not assumed to have the symmetries of physical force constants.

```lean
/-- `e` is a nonzero eigenvector of `D` with eigenvalue `w`. -/
def IsMode (D : Matrix n n ℂ) (w : ℂ) (e : n → ℂ) : Prop := e ≠ 0 ∧ D *ᵥ e = w • e
```

The matrix `slope Φ τ q k` is the sum differentiated term by term. Setting all positions to zero turns the atom convention into the cell convention, so `slope Φ 0 q k` is the corresponding matrix for \(D^c\).

```lean
/-- The termwise derivative of the atom-convention matrix along the wavevector direction `k`. -/
def slope (Φ : L →₀ Matrix n n ℂ) (τ : n → Fin d → ℝ) (q k : Fin d → ℝ) : Matrix n n ℂ :=
  Matrix.of fun a b => Φ.sum fun R M => M a b *
    (((k ⬝ᵥ ((R : Fin d → ℝ) + τ b - τ a) : ℝ) : ℂ) * Complex.I *
      phase q ((R : Fin d → ℝ) + τ b - τ a))
```

The matrix \(T\) is `positionMatrix`.

```lean
/-- The diagonal matrix with entries `i k·τ_a`. -/
def positionMatrix (τ : n → Fin d → ℝ) (k : Fin d → ℝ) : Matrix n n ℂ :=
  Matrix.diagonal fun a => Complex.I * ((k ⬝ᵥ τ a : ℝ) : ℂ)
```

## The gauge relation and the period of the cell matrix

Two facts about phases carry the algebra. The first is additivity in the wavevector.

```lean
/-- Phases multiply when wavevectors are added. -/
theorem phase_add (q p r : Fin d → ℝ) : phase (q + p) r = phase q r * phase p r := by
  unfold phase
  rw [add_dotProduct, Complex.ofReal_add, add_mul, Complex.exp_add]
```

The second is the factorisation of the bond phase. The proof writes the conjugate phase as the phase of \(-t\), merges the exponentials and compares the exponents.

```lean
/-- The phase of a bond `r + s - t` splits into the phases of its three parts. -/
theorem phase_bond (q r s t : Fin d → ℝ) :
    phase q (r + s - t) = star (phase q t) * phase q r * phase q s := by
  have hs : star (phase q t) = phase q (-t) := by
    change (starRingEnd ℂ) (Complex.exp _) = Complex.exp _
    rw [← Complex.exp_conj]
    simp
  rw [hs]
  unfold phase
  rw [← Complex.exp_add, ← Complex.exp_add]
  congr 1
  simp only [dotProduct_sub, dotProduct_add, dotProduct_neg]
  push_cast
  ring
```

Unitarity follows from the bond formula with a zero lattice vector and two equal positions, which gives \(\overline{e^{iq\cdot\tau_a}}e^{iq\cdot\tau_a}=1\). For square matrices, a one-sided inverse is two-sided, and this supplies the second equation.

```lean
/-- The matrix `U(q)` of atomic phases is unitary. -/
theorem gauge_unitary (τ : n → Fin d → ℝ) (q : Fin d → ℝ) :
    (gauge τ q)ᴴ * gauge τ q = 1 ∧ gauge τ q * (gauge τ q)ᴴ = 1 := by
  have h : (gauge τ q)ᴴ * gauge τ q = 1 := by
    have hf : (fun a => star (phase q (τ a)) * phase q (τ a)) = fun _ : n => (1 : ℂ) := by
      funext a
      have h0 : phase q 0 = 1 := by simp [phase]
      have h1 := phase_bond q 0 (τ a) (τ a)
      rw [add_sub_cancel_right, h0, mul_one] at h1
      exact h1.symm
    rw [gauge, Matrix.diagonal_conjTranspose, Matrix.diagonal_mul_diagonal]
    exact (congrArg Matrix.diagonal hf).trans Matrix.diagonal_one
  exact ⟨h, mul_eq_one_comm.mp h⟩
```

The gauge relation is proved entry by entry. After the diagonal factors are moved inside the finite sum, `phase_bond` matches the two sides term by term.

```lean
/-- The two conventions are related by the atomic phases: `Da(q) = U(q)* Dc(q) U(q)`. -/
theorem atomMatrix_eq_gauge (Φ : L →₀ Matrix n n ℂ) (τ : n → Fin d → ℝ) (q : Fin d → ℝ) :
    atomMatrix Φ τ q = (gauge τ q)ᴴ * cellMatrix Φ q * gauge τ q := by
  ext a b
  simp only [atomMatrix, cellMatrix, gauge, Matrix.diagonal_conjTranspose,
    Matrix.mul_diagonal, Matrix.diagonal_mul, Matrix.of_apply, Pi.star_apply, Finsupp.sum,
    Finset.mul_sum, Finset.sum_mul]
  refine Finset.sum_congr rfl fun R _ => ?_
  rw [phase_bond]
  ring
```

The periodicity theorem is an equivalence, quantified over all force constants: a particular \(\Phi\) may have further periods. The converse uses `Finsupp.single R 1`, the single force constant of the derivation above. It needs at least one matrix index, since an empty matrix is periodic under every \(G\).

```lean
omit [Fintype n] in
/-- A vector `G` is a reciprocal lattice vector exactly when the cell-convention matrix has
period `G` for all finitely supported force constants. -/
theorem isReciprocal_iff_cellMatrix_periodic [Nonempty n] (G : Fin d → ℝ) :
    IsReciprocal L G ↔ ∀ (Φ : L →₀ Matrix n n ℂ) (q : Fin d → ℝ),
      cellMatrix Φ (q + G) = cellMatrix Φ q := by
  constructor
  · intro hG Φ q
    ext a b
    simp only [cellMatrix, Matrix.of_apply, Finsupp.sum]
    refine Finset.sum_congr rfl fun R _ => ?_
    rw [phase_add, hG R, mul_one]
  · -- a single force constant at `R` isolates the phase `exp(i G·R)`
    intro h R
    obtain ⟨a⟩ := ‹Nonempty n›
    have hs : ∀ p : Fin d → ℝ,
        cellMatrix (Finsupp.single R (1 : Matrix n n ℂ)) p a a = phase p (R : Fin d → ℝ) := by
      intro p
      simp [cellMatrix, Finsupp.sum_single_index]
    have h1 := congrFun (congrFun (h (Finsupp.single R 1) 0) a) a
    rw [hs, hs, zero_add] at h1
    rw [h1]
    simp [phase]
```

## Carrying eigenvectors to an equivalent wavevector

The first theorem passes between the conventions at fixed \(q\). Each direction checks that the vector remains nonzero and then cancels \(U^*U\) or \(UU^*\) in the eigenvalue equation.

```lean
/-- `e` is an eigenvector of `Da(q)` exactly when `U(q) e` is an eigenvector of `Dc(q)` with
the same eigenvalue. -/
theorem atom_mode_iff_cell_mode (Φ : L →₀ Matrix n n ℂ) (τ : n → Fin d → ℝ)
    (q : Fin d → ℝ) (w : ℂ) (e : n → ℂ) :
    IsMode (atomMatrix Φ τ q) w e ↔ IsMode (cellMatrix Φ q) w (gauge τ q *ᵥ e) := by
  have hU := gauge_unitary τ q
  rw [atomMatrix_eq_gauge]
  constructor
  · rintro ⟨h0, h⟩
    refine ⟨fun hz => h0 ?_, ?_⟩
    · calc e = (gauge τ q)ᴴ *ᵥ (gauge τ q *ᵥ e) := by
            rw [Matrix.mulVec_mulVec, hU.1, Matrix.one_mulVec]
        _ = 0 := by rw [hz, Matrix.mulVec_zero]
    · calc cellMatrix Φ q *ᵥ (gauge τ q *ᵥ e)
          = gauge τ q *ᵥ (((gauge τ q)ᴴ * cellMatrix Φ q * gauge τ q) *ᵥ e) := by
            rw [Matrix.mulVec_mulVec, Matrix.mulVec_mulVec, ← Matrix.mul_assoc,
              ← Matrix.mul_assoc, hU.2, Matrix.one_mul]
        _ = w • (gauge τ q *ᵥ e) := by rw [h, Matrix.mulVec_smul]
  · rintro ⟨h0, h⟩
    refine ⟨fun hz => h0 (by rw [hz, Matrix.mulVec_zero]), ?_⟩
    rw [← Matrix.mulVec_mulVec, ← Matrix.mulVec_mulVec, h, Matrix.mulVec_smul,
      Matrix.mulVec_mulVec, hU.1, Matrix.one_mulVec]
```

For the translation by \(G\), `hadd` states \(U(q+G)=U(q)U(G)\), and `hg` states \(U(q+G)U(G)^*=U(q)\). Rewriting both sides in the cell convention then makes them identical.

```lean
/-- For a reciprocal lattice vector `G`, `U(G)* e` is an eigenvector of `Da(q+G)` exactly when
`e` is an eigenvector of `Da(q)` with the same eigenvalue. -/
theorem atom_mode_translate [Nonempty n] (Φ : L →₀ Matrix n n ℂ) (τ : n → Fin d → ℝ)
    (q : Fin d → ℝ) {G : Fin d → ℝ} (hG : IsReciprocal L G) (w : ℂ) (e : n → ℂ) :
    IsMode (atomMatrix Φ τ (q + G)) w ((gauge τ G)ᴴ *ᵥ e) ↔
      IsMode (atomMatrix Φ τ q) w e := by
  have hadd : gauge τ (q + G) = gauge τ q * gauge τ G := by
    simp only [gauge, Matrix.diagonal_mul_diagonal, phase_add]
  have hg : gauge τ (q + G) * (gauge τ G)ᴴ = gauge τ q := by
    rw [hadd, Matrix.mul_assoc, (gauge_unitary τ G).2, Matrix.mul_one]
  -- pass through the periodic cell convention
  rw [atom_mode_iff_cell_mode Φ τ (q + G), atom_mode_iff_cell_mode Φ τ q,
    (isReciprocal_iff_cellMatrix_periodic G).mp hG Φ q, Matrix.mulVec_mulVec, hg]
```

The statement concerns eigenvectors one at a time. It does not say that a diagonalisation routine returns \(U(G)^*e\) at \(q+G\): the phase of an eigenvector, and the basis of a degenerate eigenspace, remain free.

## Slopes and the position commutator

The next theorem confirms that `slope` is the true derivative. Its step `key` differentiates one phase along \(q+tk\) by the chain rule, and the derivative of the finite sum follows. The derivative is taken at \(t=0\), but \(q\) is arbitrary, so every point of the line is covered.

```lean
omit [Fintype n] [DecidableEq n] in
/-- Along `q + t k`, the entries of `Da` have derivative `slope Φ τ q k` at `t = 0`, and those
of `Dc` have derivative `slope Φ 0 q k`. -/
theorem hasDerivAt_dynamicalMatrix (Φ : L →₀ Matrix n n ℂ) (τ : n → Fin d → ℝ)
    (q k : Fin d → ℝ) (a b : n) :
    HasDerivAt (fun t : ℝ => atomMatrix Φ τ (q + t • k) a b) (slope Φ τ q k a b) 0 ∧
    HasDerivAt (fun t : ℝ => cellMatrix Φ (q + t • k) a b) (slope Φ 0 q k a b) 0 := by
  have key : ∀ r : Fin d → ℝ, HasDerivAt (fun t : ℝ => phase (q + t • k) r)
      (((k ⬝ᵥ r : ℝ) : ℂ) * Complex.I * phase q r) 0 := by
    intro r
    have h1 : HasDerivAt (fun t : ℝ => q ⬝ᵥ r + t * (k ⬝ᵥ r)) (k ⬝ᵥ r) 0 :=
      (hasDerivAt_mul_const (k ⬝ᵥ r)).const_add (q ⬝ᵥ r)
    have h2 := (h1.ofReal_comp.mul_const Complex.I).cexp
    have he : (fun t : ℝ => phase (q + t • k) r) = fun t : ℝ =>
        Complex.exp (((q ⬝ᵥ r + t * (k ⬝ᵥ r) : ℝ) : ℂ) * Complex.I) := by
      funext t
      simp only [phase, add_dotProduct, smul_dotProduct, smul_eq_mul]
    rw [he]
    refine h2.congr_deriv ?_
    simp only [phase, zero_mul, add_zero]
    ring
  have h : ∀ σ : n → Fin d → ℝ,
      HasDerivAt (fun t : ℝ => atomMatrix Φ σ (q + t • k) a b) (slope Φ σ q k a b) 0 := by
    intro σ
    simp only [atomMatrix, slope, Matrix.of_apply, Finsupp.sum]
    exact HasDerivAt.fun_sum fun R _ => (key _).const_mul _
  have hc : cellMatrix Φ = atomMatrix Φ 0 := by
    funext p
    ext i j
    simp [cellMatrix, atomMatrix]
  exact ⟨h τ, by rw [hc]; exact h 0⟩
```

The commutator formula is again checked entry by entry, with the scalar product \(k\cdot(R+\tau_b-\tau_a)\) split into its three parts.

```lean
/-- The derivatives in the two conventions differ, besides the atomic phases, by the commutator
of `Dc(q)` with the diagonal matrix of entries `i k·τ_a`. -/
theorem slope_eq_gauge (Φ : L →₀ Matrix n n ℂ) (τ : n → Fin d → ℝ) (q k : Fin d → ℝ) :
    slope Φ τ q k = (gauge τ q)ᴴ * (slope Φ 0 q k + (cellMatrix Φ q * positionMatrix τ k -
      positionMatrix τ k * cellMatrix Φ q)) * gauge τ q := by
  ext a b
  simp only [slope, cellMatrix, gauge, positionMatrix, Matrix.diagonal_conjTranspose,
    Matrix.mul_diagonal, Matrix.diagonal_mul, Matrix.add_apply, Matrix.sub_apply,
    Matrix.of_apply, Pi.star_apply, Pi.zero_apply, add_zero, sub_zero, Finsupp.sum,
    Finset.mul_sum, Finset.sum_mul, ← Finset.sum_sub_distrib, ← Finset.sum_add_distrib]
  refine Finset.sum_congr rfl fun R _ => ?_
  rw [phase_bond, dotProduct_sub, dotProduct_add]
  push_cast
  ring
```

The last theorem assumes that \(D^c\) is Hermitian at the wavevector considered. Physically, this comes from real force constants that are symmetric under exchange of the two displacements, \(\Phi(-R)_{ba}=\Phi(R)_{ab}\). The eigenvalue is taken as a real number `w`, which loses nothing for a Hermitian matrix.

In the proof, `comm` shows that the commutator has zero expectation value, and `hconj` moves the two factors of \(U\) from the matrix to the vectors. The expression `star e ⬝ᵥ (slope Φ τ q k *ᵥ e)` is the unnormalised \(e^*D^{a\prime}e\).

```lean
/-- If `Dc(q)` is Hermitian, the derivatives of `Da` and `Dc` have the same expectation value in
corresponding eigenvectors `e` and `U(q) e`. -/
theorem slope_expectation_eq (Φ : L →₀ Matrix n n ℂ) (τ : n → Fin d → ℝ)
    (q k : Fin d → ℝ) (hD : (cellMatrix Φ q).IsHermitian) (w : ℝ) (e : n → ℂ)
    (he : IsMode (atomMatrix Φ τ q) (w : ℂ) e) :
    star e ⬝ᵥ (slope Φ τ q k *ᵥ e) =
      star (gauge τ q *ᵥ e) ⬝ᵥ (slope Φ 0 q k *ᵥ (gauge τ q *ᵥ e)) := by
  -- a commutator with `D` has no expectation value in an eigenvector of `D`
  have comm : ∀ (D T : Matrix n n ℂ) (f : n → ℂ), D.IsHermitian → D *ᵥ f = (w : ℂ) • f →
      star f ⬝ᵥ ((D * T - T * D) *ᵥ f) = 0 := by
    intro D T f hH hf
    have hl := congrArg star hf
    rw [Matrix.star_mulVec, hH.eq, star_smul,
      show star (w : ℂ) = (w : ℂ) from Complex.conj_ofReal w] at hl
    rw [Matrix.sub_mulVec, dotProduct_sub, ← Matrix.mulVec_mulVec, ← Matrix.mulVec_mulVec,
      hf, Matrix.dotProduct_mulVec (star f) D, hl, Matrix.mulVec_smul, dotProduct_smul,
      smul_dotProduct, sub_self]
  have hconj : ∀ X : Matrix n n ℂ, star e ⬝ᵥ (((gauge τ q)ᴴ * X * gauge τ q) *ᵥ e) =
      star (gauge τ q *ᵥ e) ⬝ᵥ (X *ᵥ (gauge τ q *ᵥ e)) := by
    intro X
    rw [Matrix.star_mulVec, ← Matrix.dotProduct_mulVec]
    simp only [Matrix.mulVec_mulVec, Matrix.mul_assoc]
  have hf := ((atom_mode_iff_cell_mode Φ τ q w e).mp he).2
  rw [slope_eq_gauge Φ τ q k, hconj, Matrix.add_mulVec, dotProduct_add,
    comm _ _ _ hD hf, add_zero]

end

end DynamicalMatrixConventions
```

```lean
#print axioms DynamicalMatrixConventions.atomMatrix_eq_gauge
#print axioms DynamicalMatrixConventions.atom_mode_translate
#print axioms DynamicalMatrixConventions.hasDerivAt_dynamicalMatrix
#print axioms DynamicalMatrixConventions.slope_expectation_eq
```

```
'DynamicalMatrixConventions.atomMatrix_eq_gauge' depends on axioms: [propext, Classical.choice, Quot.sound]
'DynamicalMatrixConventions.atom_mode_translate' depends on axioms: [propext, Classical.choice, Quot.sound]
'DynamicalMatrixConventions.hasDerivAt_dynamicalMatrix' depends on axioms: [propext, Classical.choice, Quot.sound]
'DynamicalMatrixConventions.slope_expectation_eq' depends on axioms: [propext, Classical.choice, Quot.sound]
```

For a nondegenerate branch of matrices that are Hermitian along the line, the Hellmann–Feynman theorem, which is not formalised here, identifies the normalised expectation value with the slope of the eigenvalue. The commutator term can therefore change the derivative matrix, but it leaves the group velocity of such a branch, at nonzero real frequency, the same in both conventions.
